# At a saddle with invertible Hessian and one negative eigenvalue, a linear constraint leaves only positive curvature exactly when ⟨c, H⁻¹c⟩ < 0

A constrained minimisation can run away from a transition state even when the constrained coordinate points mostly along the unstable mode. Take a saddle with curvature $-4$ along one mode and $1$ along the other, and fix the coordinate with components $(3,2)$. This direction lies only 34° from the unstable mode, yet the energy still falls along the one displacement that the constraint leaves free. An optimiser that holds this coordinate at its saddle value moves downhill as soon as it is disturbed.

Let $H$ be the Hessian at the saddle and $c$ the vector of the linear constraint $\langle c,z\rangle=0$ on displacements $z$. If $H$ is symmetric and invertible with exactly one negative eigenvalue, the sign of $\langle c,H^{-1}c\rangle$ decides whether the constraint works. For a saddle already located by an electronic-structure calculation, this gives a check on a coordinate, within the harmonic approximation: solve $Hu=c$ and look at the sign of $\langle c,u\rangle$.

## Curvature, constraint and unstable mode

The coordinates are labelled by a finite type `n`, and a displacement is a function `n → ℝ`.

In Lean 4 with Mathlib:

```lean
import Mathlib

open Matrix

namespace TransitionStateConstraint

noncomputable section

variable {n : Type*} [Fintype n] [DecidableEq n]
```

The second-order energy change along $z$ is $\tfrac12Q(z)$, with $Q(z)=\langle z,Hz\rangle$. The code calls $Q$ the curvature. It is not divided by $\langle z,z\rangle$, so for $z\neq0$ it is the usual curvature along the direction of $z$ multiplied by $\langle z,z\rangle$.

```lean
/-- The curvature `⟨z, H z⟩` of the quadratic energy surface with Hessian `H` along the
displacement `z`. -/
def curvature (H : Matrix n n ℝ) (z : n → ℝ) : ℝ := z ⬝ᵥ H *ᵥ z
```

A constraint does its job if $Q(z)>0$ for every $z\neq0$ with $\langle c,z\rangle=0$.

```lean
/-- The constraint `⟨c, z⟩ = 0` is stabilising if every nonzero displacement that obeys it
has positive curvature. -/
def Stabilises (H : Matrix n n ℝ) (c : n → ℝ) : Prop :=
  ∀ z : n → ℝ, z ≠ 0 → c ⬝ᵥ z = 0 → 0 < curvature H z
```

Let $\lambda_i$ be the eigenvalues of $H$, repeated according to multiplicity. At a first-order saddle exactly one of them is negative. For a real matrix `IsHermitian` means symmetric, and `OneNegativeMode` takes the proof `hH` of symmetry because Mathlib defines the eigenvalues from it.

```lean
/-- The symmetric Hessian `H` has exactly one negative eigenvalue, counted with
multiplicity. -/
def OneNegativeMode {H : Matrix n n ℝ} (hH : H.IsHermitian) : Prop :=
  (Finset.univ.filter fun i => hH.eigenvalues i < 0).card = 1
```

The modes $e_i$ are orthonormal eigenvectors, $He_i=\lambda_ie_i$. They are eigenvectors of $H$ as given and need not be the vibrational normal modes, which come from the mass-weighted Hessian.

```lean
/-- The `i`-th mode: a member of an orthonormal eigenbasis of the symmetric matrix `H`. -/
def mode {H : Matrix n n ℝ} (hH : H.IsHermitian) (i : n) : n → ℝ :=
  (hH.eigenvectorBasis i).ofLp
```

## Curvature as a sum over modes

Since the modes form an orthonormal basis,
$$z=\sum_i\langle e_i,z\rangle\,e_i .$$

```lean
/-- Every displacement is the sum of its components along the orthonormal eigenvectors of a
symmetric Hessian. -/
theorem mode_expansion {H : Matrix n n ℝ} (hH : H.IsHermitian) (z : n → ℝ) :
    z = ∑ i, (mode hH i ⬝ᵥ z) • mode hH i := by
  funext j
  have h := congrArg (fun x : EuclideanSpace ℝ n => x.ofLp j)
    (hH.eigenvectorBasis.sum_repr' (WithLp.toLp 2 z))
  simp only [WithLp.ofLp_sum, WithLp.ofLp_smul, Finset.sum_apply, Pi.smul_apply,
    EuclideanSpace.inner_eq_star_dotProduct, star_trivial] at h
  rw [Finset.sum_apply]
  refine h.symm.trans (Finset.sum_congr rfl fun i _ => ?_)
  exact congrArg (· • (mode hH i) j) (dotProduct_comm _ _)
```

The proof takes Mathlib's basis expansion `sum_repr'` and reads it off coordinate by coordinate.

Applying $H$ gives $Hz=\sum_i\lambda_i\langle e_i,z\rangle e_i$, and the product with $z$ is
$$Q(z)=\sum_i\lambda_i\langle e_i,z\rangle^2 .$$

```lean
/-- For a symmetric Hessian the curvature along `z` is the sum of the eigenvalues weighted by the
squared components of `z` along the orthonormal eigenvectors. -/
theorem curvature_eq_sum_modes {H : Matrix n n ℝ} (hH : H.IsHermitian) (z : n → ℝ) :
    curvature H z = ∑ i, hH.eigenvalues i * (mode hH i ⬝ᵥ z) ^ 2 := by
  have he : ∀ i, H *ᵥ mode hH i = hH.eigenvalues i • mode hH i :=
    fun i => hH.mulVec_eigenvectorBasis i
  have hs : H *ᵥ z = ∑ i, H *ᵥ ((mode hH i ⬝ᵥ z) • mode hH i) :=
    (congrArg (fun x => H *ᵥ x) (mode_expansion hH z)).trans
      (map_sum (Matrix.mulVecLin H) _ _)
  rw [curvature, hs, dotProduct_sum]
  refine Finset.sum_congr rfl fun i _ => ?_
  rw [Matrix.mulVec_smul, he i, dotProduct_smul, dotProduct_smul, dotProduct_comm z]
  simp only [smul_eq_mul]
  ring
```

## The unstable mode is a good constraint

Let $G$ be the inverse of $H$. This is the compliance matrix, not Wilson's $G$ matrix. No eigenvalue vanishes: $\lambda_i=0$ would give $e_i=GHe_i=0$. So there is one index $k$ with $\lambda_k<0$, and all other eigenvalues are positive. Then $Q(e_k)=\lambda_k<0$. If $z\neq0$ is orthogonal to $e_k$, it has a nonzero component along some other mode, and
$$Q(z)=\sum_{i\neq k}\lambda_i\langle e_i,z\rangle^2>0 .$$

```lean
/-- An invertible symmetric Hessian with exactly one negative eigenvalue has a direction `v`
of negative curvature whose orthogonality constraint is stabilising. -/
theorem exists_unstable_direction {H G : Matrix n n ℝ} (hH : H.IsHermitian)
    (hG : H * G = 1) (h1 : OneNegativeMode hH) :
    ∃ v, curvature H v < 0 ∧ Stabilises H v := by
  obtain ⟨k, hk⟩ := Finset.card_eq_one.1 h1
  have hneg : ∀ i, hH.eigenvalues i < 0 ↔ i = k := fun i => by
    have := Finset.ext_iff.1 hk i
    simpa using this
  have he : ∀ i, H *ᵥ mode hH i = hH.eigenvalues i • mode hH i :=
    fun i => hH.mulVec_eigenvectorBasis i
  have hne : ∀ i, mode hH i ≠ 0 := fun i h => by
    apply hH.eigenvectorBasis.orthonormal.ne_zero i
    ext j
    exact congrFun h j
  -- invertibility excludes zero modes
  have hnz : ∀ i, hH.eigenvalues i ≠ 0 := fun i h => by
    apply hne i
    have h0 : H *ᵥ mode hH i = 0 := by rw [he i, h, zero_smul]
    rw [← Matrix.one_mulVec (mode hH i), ← mul_eq_one_comm.1 hG, ← Matrix.mulVec_mulVec,
      h0, Matrix.mulVec_zero]
  refine ⟨mode hH k, ?_, fun z hz hkz => ?_⟩
  · have hp : 0 < mode hH k ⬝ᵥ mode hH k :=
      lt_of_le_of_ne (Finset.sum_nonneg fun j _ => mul_self_nonneg _)
        (Ne.symm (mt dotProduct_self_eq_zero.1 (hne k)))
    rw [curvature, he k, dotProduct_smul, smul_eq_mul]
    exact mul_neg_of_neg_of_pos ((hneg k).2 rfl) hp
  · have hpos : ∀ i, i ≠ k → 0 < hH.eigenvalues i := fun i hi =>
      lt_of_le_of_ne (not_lt.1 (mt (hneg i).1 hi)) (Ne.symm (hnz i))
    -- a nonzero displacement has a component along some mode
    obtain ⟨i, hi⟩ : ∃ i, mode hH i ⬝ᵥ z ≠ 0 := by
      by_contra hcon
      push Not at hcon
      apply hz
      rw [mode_expansion hH z]
      exact Finset.sum_eq_zero fun i _ => by rw [hcon i, zero_smul]
    have hik : i ≠ k := fun h => hi (h ▸ hkz)
    rw [curvature_eq_sum_modes hH]
    refine Finset.sum_pos' (fun j _ => ?_) ⟨i, Finset.mem_univ i, ?_⟩
    · by_cases hj : j = k
      · rw [hj, hkz]
        simp
      · exact mul_nonneg (hpos j hj).le (sq_nonneg _)
    · exact mul_pos (hpos i hik) (by positivity)
```

The inverse enters as a matrix `G` with `H * G = 1`, which makes invertibility part of the hypothesis. Physically, this excludes zero modes. For a free molecule, overall translations and rotations must therefore be removed before the result applies.

## Combining two displacements

Symmetry gives $\langle x,Hy\rangle=\langle y,Hx\rangle$, so for real $a,b$
$$Q(ax+by)=a^2Q(x)+2ab\,\langle y,Hx\rangle+b^2Q(y).$$

```lean
omit [DecidableEq n] in
/-- For a symmetric Hessian, the curvature along `a x + b y` is `a²` times the curvature along `x`,
plus `b²` times the curvature along `y`, plus the coupling term `2 a b ⟨y, H x⟩`. -/
theorem curvature_combination {H : Matrix n n ℝ} (hH : H.IsHermitian) (a b : ℝ)
    (x y : n → ℝ) : curvature H (a • x + b • y) =
      a ^ 2 * curvature H x + 2 * a * b * (y ⬝ᵥ H *ᵥ x) + b ^ 2 * curvature H y := by
  have hT : Hᵀ = H := by
    ext i j
    simpa using hH.apply i j
  have hs : x ⬝ᵥ H *ᵥ y = y ⬝ᵥ H *ᵥ x := by
    rw [Matrix.dotProduct_mulVec, ← Matrix.mulVec_transpose, hT, dotProduct_comm]
  simp only [curvature, Matrix.mulVec_add, Matrix.mulVec_smul, dotProduct_add,
    add_dotProduct, dotProduct_smul, smul_dotProduct, smul_eq_mul]
  linear_combination a * b * hs
```

## Positive ⟨c, Gc⟩ leaves a way down

Put $u=Gc$, the displacement at which the gradient of the quadratic surface equals $c$, and $s=\langle c,u\rangle$. Then $Hu=c$ and $Q(u)=s$. Suppose $s>0$, and let $v$ have $Q(v)<0$. Choose $t=\langle c,v\rangle/s$ and $z=v-tu$. Then $\langle c,z\rangle=\langle c,v\rangle-ts=0$, and
$$Q(z)=t^2s-2t\langle v,c\rangle+Q(v)=Q(v)-t^2s<0 .$$

```lean
/-- Let a symmetric Hessian with inverse `G` have a direction of negative curvature. If
`⟨c, G c⟩ > 0`, some displacement obeying the constraint `c` still has negative curvature. -/
theorem descent_survives {H G : Matrix n n ℝ} (hH : H.IsHermitian) (hG : H * G = 1)
    {c v : n → ℝ} (hv : curvature H v < 0) (hc : 0 < c ⬝ᵥ G *ᵥ c) :
    ∃ z, c ⬝ᵥ z = 0 ∧ curvature H z < 0 := by
  have hu : H *ᵥ (G *ᵥ c) = c := by rw [Matrix.mulVec_mulVec, hG, Matrix.one_mulVec]
  obtain ⟨t, ht⟩ : ∃ t : ℝ, t * (c ⬝ᵥ G *ᵥ c) = c ⬝ᵥ v :=
    ⟨(c ⬝ᵥ v) / (c ⬝ᵥ G *ᵥ c), div_mul_cancel₀ _ hc.ne'⟩
  -- subtract from `v` the multiple of `G c` that makes the result obey the constraint
  refine ⟨(-t) • (G *ᵥ c) + (1 : ℝ) • v, ?_, ?_⟩
  · rw [dotProduct_add, dotProduct_smul, dotProduct_smul, smul_eq_mul, smul_eq_mul]
    linarith
  · have hcu : curvature H (G *ᵥ c) = c ⬝ᵥ G *ᵥ c := by
      rw [curvature, hu, dotProduct_comm]
    rw [curvature_combination hH, hcu, hu, dotProduct_comm v c, ← ht]
    nlinarith [mul_nonneg (sq_nonneg t) hc.le]
```

In the code `hu` is $Hu=c$ and `hcu` is $Q(u)=s$. The last `nlinarith` combines $t^2s\ge0$ with $Q(v)<0$.

## Negative ⟨c, Gc⟩ closes every way down

Now let $s<0$, and let $v$ be any constraint known to be stabilising. Suppose some $z\neq0$ with $\langle c,z\rangle=0$ had $Q(z)\le0$. With $\alpha=\langle v,z\rangle$ and $\beta=\langle v,u\rangle$, form
$$w=\alpha u-\beta z,\qquad \langle v,w\rangle=\alpha\beta-\beta\alpha=0 .$$
The coupling term vanishes because $\langle z,Hu\rangle=\langle z,c\rangle=0$, so
$$Q(w)=\alpha^2s+\beta^2Q(z)\le0 .$$
Since $v$ is stabilising, $w$ must be zero. Then $0=\langle c,w\rangle=\alpha s$, hence $\alpha=0$. So $z$ itself obeys the constraint $v$, which gives $Q(z)>0$, a contradiction.

```lean
/-- Let a symmetric Hessian with inverse `G` have some stabilising constraint `v`. Then every
`c` with `⟨c, G c⟩ < 0` is a stabilising constraint too. -/
theorem stabilises_of_neg {H G : Matrix n n ℝ} (hH : H.IsHermitian) (hG : H * G = 1)
    {c v : n → ℝ} (hv : Stabilises H v) (hc : c ⬝ᵥ G *ᵥ c < 0) : Stabilises H c := by
  intro z hz hcz
  by_contra hcon
  have hle : curvature H z ≤ 0 := not_lt.1 hcon
  have hu : H *ᵥ (G *ᵥ c) = c := by rw [Matrix.mulVec_mulVec, hG, Matrix.one_mulVec]
  have hcu : curvature H (G *ᵥ c) = c ⬝ᵥ G *ᵥ c := by
    rw [curvature, hu, dotProduct_comm]
  -- the combination of `G c` and `z` that obeys the constraint `v`
  let w : n → ℝ := (v ⬝ᵥ z) • (G *ᵥ c) + (-(v ⬝ᵥ G *ᵥ c)) • z
  have hvw : v ⬝ᵥ w = 0 := by
    simp only [w, dotProduct_add, dotProduct_smul, smul_eq_mul]
    ring
  have hw : curvature H w ≤ 0 := by
    simp only [w]
    rw [curvature_combination hH, hcu, hu, dotProduct_comm z c, hcz]
    nlinarith [mul_nonneg (sq_nonneg (v ⬝ᵥ z)) (neg_nonneg.2 hc.le),
      mul_nonneg (sq_nonneg (v ⬝ᵥ G *ᵥ c)) (neg_nonneg.2 hle)]
  have hw0 : w = 0 := by
    by_contra h
    exact not_lt_of_ge hw (hv w h hvw)
  have hprod : (v ⬝ᵥ z) * (c ⬝ᵥ G *ᵥ c) = 0 := by
    have h : c ⬝ᵥ w = 0 := by rw [hw0, dotProduct_zero]
    simp only [w, dotProduct_add, dotProduct_smul, smul_eq_mul, hcz] at h
    linarith
  exact hcon (hv z hz ((mul_eq_zero.1 hprod).resolve_right hc.ne))
```

The facts `hvw`, `hw`, `hw0` and `hprod` are, in order, $\langle v,w\rangle=0$, $Q(w)\le0$, $w=0$ and $\alpha s=0$.

## The criterion

Take $v=e_k$, which has negative curvature and is a stabilising constraint. If $s<0$, the previous step shows that $c$ is stabilising. For the converse, suppose that $c$ is stabilising and exclude the other two signs:

- If $s>0$, some displacement within the constraint has negative curvature.
- If $s=0$ and $u\neq0$, then $u$ obeys the constraint and $Q(u)=0$, which is not positive.
- If $s=0$ and $u=0$, then $c=Hu=0$. Nothing is constrained, and $v$ is a way down.

```lean
/-- Let a symmetric Hessian `H` with inverse `G` have exactly one negative eigenvalue, counted
with multiplicity. The constraint `c` is stabilising if and only if `⟨c, G c⟩ < 0`. -/
theorem stabilises_iff {H G : Matrix n n ℝ} (hH : H.IsHermitian) (hG : H * G = 1)
    (h1 : OneNegativeMode hH) (c : n → ℝ) :
    Stabilises H c ↔ c ⬝ᵥ G *ᵥ c < 0 := by
  obtain ⟨v, hvneg, hv⟩ := exists_unstable_direction hH hG h1
  refine ⟨fun h => ?_, stabilises_of_neg hH hG hv⟩
  have hu : H *ᵥ (G *ᵥ c) = c := by rw [Matrix.mulVec_mulVec, hG, Matrix.one_mulVec]
  rcases lt_trichotomy (c ⬝ᵥ G *ᵥ c) 0 with hc | hc | hc
  · exact hc
  · -- borderline case: `G c` obeys the constraint and has zero curvature
    exfalso
    by_cases h0 : G *ᵥ c = 0
    · have hc0 : c = 0 := by rw [← hu, h0, Matrix.mulVec_zero]
      have hv0 : v ≠ 0 := fun h' => by simp [h', curvature] at hvneg
      exact lt_asymm hvneg (h v hv0 (by rw [hc0, zero_dotProduct]))
    · have hp := h _ h0 hc
      rw [curvature, hu, dotProduct_comm, hc] at hp
      exact lt_irrefl _ hp
  · exfalso
    obtain ⟨z, hcz, hz⟩ := descent_survives hH hG hvneg hc
    have hz0 : z ≠ 0 := fun h' => by simp [h', curvature] at hz
    exact lt_asymm hz (h z hz0 hcz)
```

In words: for a symmetric real matrix $H$ with $HG=1$ and exactly one negative eigenvalue, and for every vector $c$, all nonzero displacements orthogonal to $c$ have positive curvature if and only if $\langle c,Gc\rangle<0$. No condition $c\neq0$ is needed, since both sides are false at $c=0$. The call to `lt_trichotomy` makes the split by the sign of $s$.

The theorem concerns the quadratic form at the saddle. Passing to a real, anharmonic energy surface takes a Taylor expansion, and the conclusion is then local: it says nothing about how far from the saddle a constrained search still converges.

## Two uncoupled modes

Let the curvatures be $-a<0$ and $b$, and let $c=(p,q)$. If $c\neq0$, the allowed displacements are the multiples of $(-q,p)$, for which
$$Q(-q,p)=bp^2-aq^2 .$$
The constraint is therefore stabilising exactly when $aq^2<bp^2$. If $c=0$, the displacement $(1,0)$ is allowed and has curvature $-a$, while the inequality reads $0<0$, so both sides are false.

For the direction from the inequality to stability, the code takes any allowed $z=(z_0,z_1)\neq0$. The inequality forces $p\neq0$, and then $pz_0+qz_1=0$ forces $z_1\neq0$. Eliminating $z_0$ gives
$$p^2\,(bz_1^2-az_0^2)=z_1^2\,(bp^2-aq^2)>0 .$$

```lean
/-- For two uncoupled modes with curvatures `-a < 0` and `b`, the constraint with components
`p` and `q` along them is stabilising if and only if `a q² < b p²`. -/
theorem two_mode_criterion {a : ℝ} (ha : 0 < a) (b p q : ℝ) :
    Stabilises !![-a, 0; 0, b] ![p, q] ↔ a * q ^ 2 < b * p ^ 2 := by
  have hcurv : ∀ z : Fin 2 → ℝ,
      curvature !![-a, 0; 0, b] z = b * z 1 ^ 2 - a * z 0 ^ 2 := fun z => by
    simp [curvature, Matrix.mulVec, dotProduct, Fin.sum_univ_two]
    ring
  have hdot : ∀ z : Fin 2 → ℝ, ![p, q] ⬝ᵥ z = p * z 0 + q * z 1 := fun z => by
    simp [dotProduct, Fin.sum_univ_two]
  constructor
  · intro h
    by_cases h0 : (![-q, p] : Fin 2 → ℝ) = 0
    · have hq : q = 0 := by simpa using congrFun h0 0
      have hp : p = 0 := by simpa using congrFun h0 1
      have h2 := h ![1, 0] (fun h' => by simpa using congrFun h' 0)
        (by rw [hdot, hp, hq]; ring)
      rw [hcurv] at h2
      norm_num at h2
      linarith
    · have h2 := h ![-q, p] h0 (by rw [hdot]; simp; ring)
      rw [hcurv] at h2
      simp at h2
      linarith
  · intro h z hz hcz
    rw [hdot] at hcz
    rw [hcurv]
    have hp : p ≠ 0 := fun h' => by
      rw [h'] at h
      nlinarith [mul_nonneg ha.le (sq_nonneg q)]
    have hz1 : z 1 ≠ 0 := fun h' => by
      have hz0 : z 0 = 0 := by
        rw [h', mul_zero, add_zero] at hcz
        exact (mul_eq_zero.1 hcz).resolve_left hp
      apply hz
      ext i
      fin_cases i
      · exact hz0
      · exact h'
    -- multiply the curvature by `p²` and eliminate `z 0` with the constraint
    have key : p ^ 2 * (b * z 1 ^ 2 - a * z 0 ^ 2)
        = z 1 ^ 2 * (b * p ^ 2 - a * q ^ 2) := by
      linear_combination (-a * (p * z 0 - q * z 1)) * hcz
    have hpos : 0 < p ^ 2 * (b * z 1 ^ 2 - a * z 0 ^ 2) := by
      rw [key]
      exact mul_pos (by positivity) (sub_pos.2 h)
    exact pos_of_mul_pos_right hpos (sq_nonneg p)

end

end TransitionStateConstraint
```

This theorem is proved directly, without the general criterion, and it allows any real $b$. For $b>0$ the two agree, because $\langle c,Gc\rangle=-p^2/a+q^2/b$.

With $a=4$ and $b=1$, as at the start, three constraints give:

| $c$ | angle to unstable mode | $\langle c,Gc\rangle$ | allowed direction | $Q$ per unit length squared |
|---|---|---|---|---|
| $(3,2)$ | 33.7° | $-\tfrac94+4=\tfrac74$ | $(-2,3)$ | $(-16+9)/13=-\tfrac7{13}$ |
| $(2,1)$ | 26.6° | $-1+1=0$ | $(-1,2)$ | $(-4+4)/5=0$ |
| $(3,1)$ | 18.4° | $-\tfrac94+1=-\tfrac54$ | $(-1,3)$ | $(-4+9)/10=\tfrac12$ |

Only the last constraint turns this saddle into a strict minimum on its line.

```lean
#print axioms TransitionStateConstraint.stabilises_iff
#print axioms TransitionStateConstraint.two_mode_criterion
```

```
'TransitionStateConstraint.stabilises_iff' depends on axioms: [propext, Classical.choice, Quot.sound]
'TransitionStateConstraint.two_mode_criterion' depends on axioms: [propext, Classical.choice, Quot.sound]
```
